# The derivative coupling of two adiabatic states with different energies is a matrix element of H′ divided by the gap

## Can the coupling formula and the Hellmann–Feynman theorem be machine-checked together?

I model the electronic Hamiltonian as a finite real symmetric matrix H(R) of one nuclear coordinate R, with orthonormal real eigenvectors ψ_k(R) and energies E_k(R). H and the ψ_k are differentiable, and a prime means d/dR. With d_jk = ⟨ψ_j, ψ_k′⟩, I expect d to be antisymmetric and

E_k′ = ⟨ψ_k, H′ψ_k⟩

d_jk = ⟨ψ_j, H′ψ_k⟩ / (E_k − E_j) whenever E_j ≠ E_k.

I would like a rigorous derivation, checked in Lean, that doesn't quietly assume that the energies are differentiable.

## Both follow from differentiating ⟨ψ_j, Hψ_k⟩

Differentiability is needed only for H and the eigenvectors; that of the energies follows. Start from the constant overlaps ⟨ψ_j, ψ_k⟩ = δ_jk. Their derivative vanishes:

⟨ψ_j′, ψ_k⟩ + ⟨ψ_j, ψ_k′⟩ = d_kj + d_jk = 0.

So d is antisymmetric, and j = k gives d_kk = 0. Next, apply the product rule to the matrix element of H:

⟨ψ_j, Hψ_k⟩′ = ⟨ψ_j′, Hψ_k⟩ + ⟨ψ_j, H′ψ_k⟩ + ⟨ψ_j, Hψ_k′⟩.

In the first term H acts on ψ_k and gives E_k d_kj = −E_k d_jk. In the last, symmetry lets H act to the left, which gives E_j d_jk. Hence

⟨ψ_j, Hψ_k⟩′ = ⟨ψ_j, H′ψ_k⟩ − (E_k − E_j) d_jk.

For j = k the matrix element is E_k itself, so E_k is differentiable with the Hellmann–Feynman slope. For j ≠ k it is zero at every R, so

(E_k − E_j) d_jk = ⟨ψ_j, H′ψ_k⟩,

and division by a nonzero gap gives the coupling.

If the states form a complete basis, Parseval's identity gives ⟨ψ_k′, ψ_k′⟩ = Σ_j d_jk². The term j = k vanishes. If no other level equals E_k at R, then

⟨ψ_k′, ψ_k′⟩ = Σ_{j≠k} [⟨ψ_j, H′ψ_k⟩ / (E_k − E_j)]².

For this finite, one-coordinate model, these are the couplings used in nonadiabatic dynamics and the squared length that enters the diagonal Born–Oppenheimer correction.

**How Lean states it.** The type `n` labels basis functions and `ι` labels states, which may be fewer than a full basis. `AdiabaticStates H E ψ` collects the assumptions, required at every real R: symmetry, entrywise differentiability, the eigenvalue equation and orthonormality. The symbols `⬝ᵥ` and `*ᵥ` are the dot product and the matrix acting on a vector; `coupling ψ j k R` is d_jk, and `matDeriv H R` is H′.

The main theorem, `nonadiabatic_coupling`, contains the four statements about d and E. Its `HasDerivAt` clause says that E_k is differentiable and gives the slope. `sum_over_states` labels the states by `n` as well, which makes the set complete.

The plain dot product means an orthonormal basis, and differentiating only the components means a fixed one; basis functions that move with the nuclei would in general add terms. The existence of differentiable eigenvectors is assumed, and at a crossing the labels must follow the smooth states, not the energy order. Complex states and several nuclear coordinates are not treated.

**How the proof runs.** `hasDerivAt_overlap` is the product rule for a dot product, and `hasDerivAt_mulVec` applies it to each row of H. `coupling_antisymm` compares the derivative of the overlap ⟨ψ_j, ψ_k⟩ with that of a constant. In `hasDerivAt_matrixElement`, the step `hbra` lets H act to the left, and the final `linear_combination` inserts antisymmetry. `hellmann_feynman` and `gap_mul_coupling` then identify the matrix element with E_k or with zero. For the sum over states, the matrix `U` has the states as rows; being square, it satisfies UᵀU = 1 as well as UUᵀ = 1, which yields Parseval's identity.

`adiabaticStates_witness` checks an example with energies ±Δ and states (cos R, sin R) and (−sin R, cos R), for which d_01 = −1 for every Δ. At Δ = 0 the Hamiltonian is zero, so H′ = 0, yet these rotating states still have coupling −1. The gap relation then reads 0 = 0 and no longer determines d_01, which is why the quotient formula needs E_j ≠ E_k.

```lean
import Mathlib

open Matrix

namespace NonadiabaticCoupling

noncomputable section

/-- The derivative of a state vector with respect to the nuclear coordinate, component by
component. -/
def vecDeriv {n : Type*} (v : ℝ → n → ℝ) (R : ℝ) : n → ℝ :=
  fun i => deriv (fun r => v r i) R

/-- The derivative of the electronic Hamiltonian with respect to the nuclear coordinate, entry by
entry. -/
def matDeriv {n : Type*} (H : ℝ → Matrix n n ℝ) (R : ℝ) : Matrix n n ℝ :=
  Matrix.of fun i j => deriv (fun r => H r i j) R

variable {n ι : Type*} [Fintype n]

/-- The derivative coupling `d_jk = ⟨ψ_j, ψ_k'⟩` between two electronic states. -/
def coupling (ψ : ι → ℝ → n → ℝ) (j k : ι) (R : ℝ) : ℝ :=
  ψ j R ⬝ᵥ vecDeriv (ψ k) R

/-- Adiabatic states: differentiable orthonormal real eigenvectors `ψ k` with energies `E k` of a
differentiable real symmetric Hamiltonian `H`. -/
structure AdiabaticStates [DecidableEq ι] (H : ℝ → Matrix n n ℝ) (E : ι → ℝ → ℝ)
    (ψ : ι → ℝ → n → ℝ) : Prop where
  isSymm : ∀ R, (H R).IsSymm
  diffH : ∀ R i j, DifferentiableAt ℝ (fun r => H r i j) R
  diffψ : ∀ R k i, DifferentiableAt ℝ (fun r => ψ k r i) R
  eigen : ∀ R k, H R *ᵥ ψ k R = E k R • ψ k R
  orthonormal : ∀ R j k, ψ j R ⬝ᵥ ψ k R = if j = k then 1 else 0

/-- The product rule for the overlap of two state vectors. -/
theorem hasDerivAt_overlap {v w : ℝ → n → ℝ} {R : ℝ}
    (hv : ∀ i, DifferentiableAt ℝ (fun r => v r i) R)
    (hw : ∀ i, DifferentiableAt ℝ (fun r => w r i) R) :
    HasDerivAt (fun r => v r ⬝ᵥ w r)
      (vecDeriv v R ⬝ᵥ w R + v R ⬝ᵥ vecDeriv w R) R := by
  have h := HasDerivAt.fun_sum (u := Finset.univ)
    (fun (i : n) _ => (hv i).hasDerivAt.fun_mul (hw i).hasDerivAt)
  simpa only [dotProduct, vecDeriv, Finset.sum_add_distrib] using h

/-- The product rule for the Hamiltonian acting on a state vector. -/
theorem hasDerivAt_mulVec {H : ℝ → Matrix n n ℝ} {w : ℝ → n → ℝ} {R : ℝ}
    (hH : ∀ i j, DifferentiableAt ℝ (fun r => H r i j) R)
    (hw : ∀ i, DifferentiableAt ℝ (fun r => w r i) R) (i : n) :
    HasDerivAt (fun r => (H r *ᵥ w r) i)
      ((matDeriv H R *ᵥ w R + H R *ᵥ vecDeriv w R) i) R :=
  hasDerivAt_overlap (v := fun r j => H r i j) (hH i) hw

variable [DecidableEq ι] {H : ℝ → Matrix n n ℝ} {E : ι → ℝ → ℝ} {ψ : ι → ℝ → n → ℝ}

/-- The derivative coupling is antisymmetric in the two states. -/
theorem coupling_antisymm (S : AdiabaticStates H E ψ) (R : ℝ) (j k : ι) :
    coupling ψ j k R = -coupling ψ k j R := by
  -- the overlap of two adiabatic states does not depend on the geometry
  have h := hasDerivAt_overlap (S.diffψ R j) (S.diffψ R k)
  have hc : (fun r => ψ j r ⬝ᵥ ψ k r) = fun _ => if j = k then (1 : ℝ) else 0 :=
    funext fun r => S.orthonormal r j k
  rw [hc] at h
  have h0 := h.unique (hasDerivAt_const R _)
  rw [dotProduct_comm (vecDeriv (ψ j) R)] at h0
  unfold coupling
  linarith

/-- The matrix element `⟨ψ_j, H ψ_k⟩` has derivative
`⟨ψ_j, H' ψ_k⟩ - (E_k - E_j) d_jk`. -/
theorem hasDerivAt_matrixElement (S : AdiabaticStates H E ψ) (R : ℝ) (j k : ι) :
    HasDerivAt (fun r => ψ j r ⬝ᵥ H r *ᵥ ψ k r)
      (ψ j R ⬝ᵥ matDeriv H R *ᵥ ψ k R - (E k R - E j R) * coupling ψ j k R) R := by
  have hm := hasDerivAt_mulVec (S.diffH R) (S.diffψ R k)
  have hD : vecDeriv (fun r => H r *ᵥ ψ k r) R
      = matDeriv H R *ᵥ ψ k R + H R *ᵥ vecDeriv (ψ k) R :=
    funext fun i => (hm i).deriv
  -- by symmetry the Hamiltonian may act to the left
  have hbra : ψ j R ⬝ᵥ H R *ᵥ vecDeriv (ψ k) R
      = E j R * (ψ j R ⬝ᵥ vecDeriv (ψ k) R) := by
    rw [Matrix.dotProduct_mulVec, ← Matrix.mulVec_transpose, (S.isSymm R).eq, S.eigen,
      smul_dotProduct, smul_eq_mul]
  have h := hasDerivAt_overlap (w := fun r => H r *ᵥ ψ k r) (S.diffψ R j)
    (fun i => (hm i).differentiableAt)
  refine h.congr_deriv ?_
  rw [hD, S.eigen, dotProduct_add, hbra, dotProduct_smul, smul_eq_mul,
    dotProduct_comm (vecDeriv (ψ j) R)]
  have a := coupling_antisymm S R j k
  unfold coupling at *
  linear_combination E k R * a

/-- Hellmann–Feynman theorem: each adiabatic energy is differentiable, with slope
`⟨ψ_k, H' ψ_k⟩`. -/
theorem hellmann_feynman (S : AdiabaticStates H E ψ) (R : ℝ) (k : ι) :
    HasDerivAt (E k) (ψ k R ⬝ᵥ matDeriv H R *ᵥ ψ k R) R := by
  have h := hasDerivAt_matrixElement S R k k
  have hE : (fun r => ψ k r ⬝ᵥ H r *ᵥ ψ k r) = E k := by
    funext r
    rw [S.eigen, dotProduct_smul, S.orthonormal]
    simp
  rw [hE] at h
  simpa only [sub_self, zero_mul, sub_zero] using h

/-- For two different states, the energy gap times the derivative coupling equals the matrix
element of `H'`. -/
theorem gap_mul_coupling (S : AdiabaticStates H E ψ) (R : ℝ) {j k : ι} (hjk : j ≠ k) :
    (E k R - E j R) * coupling ψ j k R = ψ j R ⬝ᵥ matDeriv H R *ᵥ ψ k R := by
  have h := hasDerivAt_matrixElement S R j k
  have h0 : (fun r => ψ j r ⬝ᵥ H r *ᵥ ψ k r) = fun _ => (0 : ℝ) := by
    funext r
    rw [S.eigen, dotProduct_smul, S.orthonormal, if_neg hjk, smul_zero]
  rw [h0] at h
  linarith [h.unique (hasDerivAt_const R (0 : ℝ))]

/-- Derivative couplings are antisymmetric with zero diagonal, each energy `E_k` has slope `⟨ψ_k, H'
ψ_k⟩`, and the coupling `d_jk` of two states with different energies is `⟨ψ_j, H' ψ_k⟩` divided by
the gap `E_k - E_j`. -/
theorem nonadiabatic_coupling (S : AdiabaticStates H E ψ) (R : ℝ) :
    (∀ j k, coupling ψ j k R = -coupling ψ k j R) ∧
    (∀ k, coupling ψ k k R = 0) ∧
    (∀ k, HasDerivAt (E k) (ψ k R ⬝ᵥ matDeriv H R *ᵥ ψ k R) R) ∧
    (∀ j k, E j R ≠ E k R →
      coupling ψ j k R = (ψ j R ⬝ᵥ matDeriv H R *ᵥ ψ k R) / (E k R - E j R)) := by
  refine ⟨coupling_antisymm S R, fun k => ?_, hellmann_feynman S R, fun j k hE => ?_⟩
  · linarith [coupling_antisymm S R k k]
  · have hjk : j ≠ k := fun h => hE (by rw [h])
    rw [eq_div_iff (sub_ne_zero.mpr hE.symm), mul_comm]
    exact gap_mul_coupling S R hjk

/-- For a complete set of adiabatic states and a level `k` that is not degenerate at `R`, the
squared length of `ψ_k'` is a sum over the other states of squared coupling ratios. -/
theorem sum_over_states [DecidableEq n] {E : n → ℝ → ℝ} {ψ : n → ℝ → n → ℝ}
    (S : AdiabaticStates H E ψ) (R : ℝ) (k : n) (hgap : ∀ j, j ≠ k → E j R ≠ E k R) :
    vecDeriv (ψ k) R ⬝ᵥ vecDeriv (ψ k) R = ∑ j ∈ Finset.univ.erase k,
      ((ψ j R ⬝ᵥ matDeriv H R *ᵥ ψ k R) / (E k R - E j R)) ^ 2 := by
  obtain ⟨-, hdiag, -, hdiv⟩ := nonadiabatic_coupling S R
  -- the matrix whose rows are the states is orthogonal
  let U : Matrix n n ℝ := Matrix.of fun j i => ψ j R i
  have hU : U * Uᵀ = 1 := by
    ext i j
    change ψ i R ⬝ᵥ ψ j R = _
    rw [S.orthonormal, Matrix.one_apply]
  have hU' : Uᵀ * U = 1 := mul_eq_one_comm.mp hU
  have parseval : ∀ v : n → ℝ, v ⬝ᵥ v = ∑ j, (ψ j R ⬝ᵥ v) ^ 2 := by
    intro v
    calc v ⬝ᵥ v = (U *ᵥ v) ⬝ᵥ (U *ᵥ v) := by
          rw [Matrix.dotProduct_mulVec, ← Matrix.mulVec_transpose, Matrix.mulVec_mulVec, hU',
            Matrix.one_mulVec]
      _ = ∑ j, (ψ j R ⬝ᵥ v) ^ 2 :=
          Finset.sum_congr rfl fun j _ => by rw [sq]; rfl
  have h0 : coupling ψ k k R ^ 2 = 0 := by rw [hdiag]; norm_num
  refine (parseval _).trans ((Finset.sum_erase Finset.univ
    (f := fun j => coupling ψ j k R ^ 2) h0).symm.trans ?_)
  refine Finset.sum_congr rfl fun j hj => ?_
  rw [hdiv j k (hgap j (Finset.ne_of_mem_erase hj))]

/-- A two-state Hamiltonian of strength `Δ` whose mixing angle is the coordinate `R`. -/
def mixingH (Δ R : ℝ) : Matrix (Fin 2) (Fin 2) ℝ :=
  !![Δ * (Real.cos R ^ 2 - Real.sin R ^ 2), 2 * Δ * Real.sin R * Real.cos R;
     2 * Δ * Real.sin R * Real.cos R, -(Δ * (Real.cos R ^ 2 - Real.sin R ^ 2))]

/-- The constant energies `Δ` and `-Δ`. -/
def mixingE (Δ : ℝ) : Fin 2 → ℝ → ℝ := ![fun _ => Δ, fun _ => -Δ]

/-- Two orthogonal real states rotating with the coordinate `R`. -/
def mixingψ : Fin 2 → ℝ → Fin 2 → ℝ :=
  ![fun R => ![Real.cos R, Real.sin R], fun R => ![-Real.sin R, Real.cos R]]

/-- The rotating states are adiabatic states of the two-state Hamiltonian, with derivative coupling
`-1` at every `R` and for every `Δ`, including `Δ = 0`. -/
theorem adiabaticStates_witness (Δ : ℝ) :
    AdiabaticStates (mixingH Δ) (mixingE Δ) mixingψ ∧
      ∀ R, coupling mixingψ 0 1 R = -1 := by
  refine ⟨⟨fun R => ?_, fun R i j => ?_, fun R k i => ?_, fun R k => ?_, fun R j k => ?_⟩,
    fun R => ?_⟩
  · ext i j
    fin_cases i <;> fin_cases j <;> rfl
  · have h1 : DifferentiableAt ℝ
        (fun r => Δ * (Real.cos r ^ 2 - Real.sin r ^ 2)) R := by fun_prop
    have h2 : DifferentiableAt ℝ
        (fun r => 2 * Δ * Real.sin r * Real.cos r) R := by fun_prop
    fin_cases i <;> fin_cases j
    exacts [h1, h2, h2, h1.neg]
  · fin_cases k <;> fin_cases i
    exacts [Real.differentiableAt_cos, Real.differentiableAt_sin,
      Real.differentiableAt_sin.neg, Real.differentiableAt_cos]
  · have h := Real.sin_sq_add_cos_sq R
    ext i
    simp only [Matrix.mulVec, dotProduct, Fin.sum_univ_two]
    fin_cases k <;> fin_cases i
    · change Δ * (Real.cos R ^ 2 - Real.sin R ^ 2) * Real.cos R
        + 2 * Δ * Real.sin R * Real.cos R * Real.sin R = Δ * Real.cos R
      linear_combination Δ * Real.cos R * h
    · change 2 * Δ * Real.sin R * Real.cos R * Real.cos R
        + -(Δ * (Real.cos R ^ 2 - Real.sin R ^ 2)) * Real.sin R = Δ * Real.sin R
      linear_combination Δ * Real.sin R * h
    · change Δ * (Real.cos R ^ 2 - Real.sin R ^ 2) * -Real.sin R
        + 2 * Δ * Real.sin R * Real.cos R * Real.cos R = -Δ * -Real.sin R
      linear_combination Δ * Real.sin R * h
    · change 2 * Δ * Real.sin R * Real.cos R * -Real.sin R
        + -(Δ * (Real.cos R ^ 2 - Real.sin R ^ 2)) * Real.cos R = -Δ * Real.cos R
      linear_combination -Δ * Real.cos R * h
  · fin_cases j <;> fin_cases k <;> simp [mixingψ, dotProduct, Fin.sum_univ_two] <;>
      linarith [Real.sin_sq_add_cos_sq R]
  · have hd : vecDeriv (mixingψ 1) R = ![-Real.cos R, -Real.sin R] := by
      ext i
      fin_cases i
      · exact (Real.hasDerivAt_sin R).neg.deriv
      · exact (Real.hasDerivAt_cos R).deriv
    rw [coupling, hd, dotProduct, Fin.sum_univ_two]
    change Real.cos R * -Real.cos R + Real.sin R * -Real.sin R = -1
    linarith [Real.sin_sq_add_cos_sq R]

end

end NonadiabaticCoupling
```

```lean
#print axioms NonadiabaticCoupling.gap_mul_coupling
#print axioms NonadiabaticCoupling.sum_over_states
```

```
'NonadiabaticCoupling.gap_mul_coupling' depends on axioms: [propext, Classical.choice, Quot.sound]
'NonadiabaticCoupling.sum_over_states' depends on axioms: [propext, Classical.choice, Quot.sound]
```
